# Error bounds for the regularized denominator w/(w² + η²) in finite sums over states

## Denominators, weights and the two sums

The sum-over-states form of the shift current contains terms $c_p/w_p$, where $w_p$ is an energy difference between an intermediate band and one of the two bands of the optical transition. When these bands come close, $w_p$ approaches zero and the term can become arbitrarily large. A common remedy is to replace $1/w$ by

$$g(w)=\frac{w}{w^2+\eta^2},$$

with a width $\eta>0$ in the same units as $w$. This is the real part of $1/(w+i\eta)$, and it keeps the sign of $w$. The width is a numerical smearing chosen by the user, not a computed lifetime.

The index $p$ runs over a finite set $s$ of terms. The weight $c_p$ is complex, typically a product of two velocity matrix elements, and $w_p$ is real. If one intermediate band enters with two different denominators, it supplies two terms with separate labels. The Lean comments call $w_p$ a detuning; here the word means the band energy difference in the denominator, not the offset of a photon energy from a resonance.

The bare and regularized sums are

$$B=\sum_{p\in s}\frac{c_p}{w_p},\qquad R=\sum_{p\in s}c_p\,g(w_p),$$

and the total weight is $C=\sum_{p\in s}|c_p|$. For $\eta>0$, the regularized denominator and sum satisfy

$$|g(w)|\le\frac{1}{2\eta},\qquad |R|\le\frac{C}{2\eta},$$

with equality in the first relation exactly when $|w|=\eta$. If every term has $|w_p|\ge D$ for some $D>0$, then

$$|B-R|\le\frac{\eta^2}{D(D^2+\eta^2)}\,C\le\frac{\eta^2}{D^3}\,C.$$

Physically, $D$ is a lower bound on the separation between the intermediate bands and the bands of the transition.

## Choosing η in a shift-current code

These bounds bear on shift-current calculations with independent-particle bands, at one $k$ point and with a finite number of intermediate bands. There the regularized sum enters the generalized derivative of the interband dipole matrix element.

The cap $1/(2\eta)$ limits what a nearly degenerate band can contribute. The error bound limits what the smearing does to well-separated bands. For a single denominator the relative error is $\eta^2/(w^2+\eta^2)$: one half at $|w|=\eta$, and $1/101$ at $|w|=10\eta$.

At a given $k$ point a code may meet both kinds of band. Let $F$ be a set of far terms with $|w_p|\ge D$, and let $N$ be a set of near terms with no restriction on $w_p$. If $F$ and $N$ are disjoint, the regularized sum over all terms differs from the bare sum over the far terms by at most

$$\frac{\eta^2}{D(D^2+\eta^2)}\sum_{p\in F}|c_p|+\frac{1}{2\eta}\sum_{p\in N}|c_p|.$$

At fixed $D$, and with nonzero weight in both sets, reducing $\eta$ shrinks the first part and enlarges the second. With $D=10\eta$, the two prefactors are $1/(101D)$ and $5/D$, so a unit of near weight counts 505 times as much as a unit of far weight. It is therefore useful to print the near weight next to the result when testing convergence in $\eta$.

The error bound also gives a simple check of an implementation. Take one term with $w=D$ and $c\ne0$, and compare the two sums. The difference should have magnitude $\eta^2|c|/(D(D^2+\eta^2))$, up to rounding. If $g$ has been coded with the wrong sign, the difference is $(2D^2+\eta^2)|c|/(D(D^2+\eta^2))$ instead, which always exceeds the bound.

## From one denominator to the full sum

**The cap.** Since $(|w|-\eta)^2\ge0$,

$$2\eta|w|\le w^2+\eta^2.$$

Dividing by the positive number $2\eta(w^2+\eta^2)$ gives

$$|g(w)|=\frac{|w|}{w^2+\eta^2}\le\frac{1}{2\eta}.$$

Equality holds exactly when the square vanishes, that is, when $|w|=\eta$. The triangle inequality then gives

$$|R|\le\sum_{p\in s}|c_p|\,|g(w_p)|\le\frac{1}{2\eta}\,C.$$

**The error of one denominator.** For $w\ne0$,

$$w\left(\frac1w-g(w)\right)=1-\frac{w^2}{w^2+\eta^2}=\frac{\eta^2}{w^2+\eta^2}.$$

Dividing by $w$ and taking magnitudes gives

$$\left|\frac1w-g(w)\right|=\frac{\eta^2}{|w|(w^2+\eta^2)}.$$

Both factors in the denominator grow with $|w|$. If $|w|\ge D>0$, the right-hand side is therefore at most $\eta^2/(D(D^2+\eta^2))$.

**The error of the sum.** The two sums have the same weights, so

$$B-R=\sum_{p\in s}c_p\left(\frac1{w_p}-g(w_p)\right).$$

Applying the triangle inequality and the estimate for one denominator gives

$$|B-R|\le\frac{\eta^2}{D(D^2+\eta^2)}\,C.$$

Because $D(D^2+\eta^2)\ge D^3$, the simpler constant $\eta^2/D^3$ is also valid. The two are close when $\eta\ll D$; at $\eta=D$ the simpler one is twice as large.

A single term at $w=D$ has an error of exactly $\eta^2|c|/(D(D^2+\eta^2))$. Hence no smaller constant depending only on $\eta$ and $D$ can serve for all weights and denominators.

**Near and far terms.** Write $R_F$ and $R_N$ for the regularized sums over the two sets, and $B_F$ for the bare sum over the far set. Then

$$R_F+R_N-B_F=R_N-(B_F-R_F).$$

The magnitude of the right-hand side is at most $|R_N|+|B_F-R_F|$. The cap bounds the first part and the error estimate bounds the second, which gives the combined bound stated above.

## The Lean source

```lean
import Mathlib

open Finset

namespace PrincipalValueRegularization

noncomputable section

/-- The regularized energy denominator `g(w) = w / (w² + η²)`, for `w` and `η` not both zero. -/
def pvReg (η w : ℝ) : ℝ := w / (w ^ 2 + η ^ 2)

/-- The sum over intermediate states `p` in `s` with weights `c p` and bare denominators `w p`,
for nonzero detunings `w p`. -/
def bareSum {ι : Type*} (s : Finset ι) (c : ι → ℂ) (w : ι → ℝ) : ℂ :=
  ∑ p ∈ s, c p / (w p : ℂ)

/-- The same sum over intermediate states with each `1 / w p` replaced by the regularized
denominator `g(w p)`, for `w p` and `η` not both zero. -/
def pvSum {ι : Type*} (η : ℝ) (s : Finset ι) (c : ι → ℂ) (w : ι → ℝ) : ℂ :=
  ∑ p ∈ s, c p * (pvReg η (w p) : ℂ)

/-- For `η > 0` the regularized denominator never exceeds `1 / (2η)` in magnitude. -/
theorem abs_pvReg_le {η : ℝ} (hη : 0 < η) (w : ℝ) : |pvReg η w| ≤ 1 / (2 * η) := by
  have hs : 0 < w ^ 2 + η ^ 2 := by positivity
  have h2 : 0 < 2 * η := by positivity
  unfold pvReg
  rw [abs_div, abs_of_pos hs, div_le_div_iff₀ hs h2]
  -- the square of `|w| - η` is nonnegative
  nlinarith [sq_nonneg (|w| - η), sq_abs w]

/-- For `η > 0` the magnitude `1 / (2η)` is reached exactly at the detunings with `|w| = η`. -/
theorem abs_pvReg_eq_iff {η : ℝ} (hη : 0 < η) (w : ℝ) :
    |pvReg η w| = 1 / (2 * η) ↔ |w| = η := by
  have hs : 0 < w ^ 2 + η ^ 2 := by positivity
  have h2 : 0 < 2 * η := by positivity
  unfold pvReg
  rw [abs_div, abs_of_pos hs, div_eq_div_iff hs.ne' h2.ne']
  constructor
  · intro h
    -- equality forces the square of `|w| - η` to vanish
    have hsq : (|w| - η) ^ 2 = 0 := by linear_combination sq_abs w - h
    exact sub_eq_zero.mp (pow_eq_zero_iff (two_ne_zero) |>.mp hsq)
  · intro h
    linear_combination sq_abs w - (|w| - η) * h

/-- For `η > 0` a regularized sum over states has magnitude at most `1 / (2η)` times the sum of
`‖c p‖`, whatever the detunings. -/
theorem norm_pvSum_le {ι : Type*} {η : ℝ} (hη : 0 < η) (s : Finset ι) (c : ι → ℂ)
    (w : ι → ℝ) : ‖pvSum η s c w‖ ≤ 1 / (2 * η) * ∑ p ∈ s, ‖c p‖ := by
  unfold pvSum
  rw [Finset.mul_sum]
  refine norm_sum_le_of_le _ (fun p _ => ?_)
  rw [norm_mul, Complex.norm_real, Real.norm_eq_abs, mul_comm ‖c p‖]
  exact mul_le_mul_of_nonneg_right (abs_pvReg_le hη (w p)) (norm_nonneg _)

/-- At nonzero detuning `w`, the relative error of the regularized denominator is
`η² / (w² + η²)`. -/
theorem relative_error (η : ℝ) {w : ℝ} (hw : w ≠ 0) :
    w * (1 / w - pvReg η w) = η ^ 2 / (w ^ 2 + η ^ 2) := by
  have hs : w ^ 2 + η ^ 2 ≠ 0 := by positivity
  unfold pvReg
  rw [mul_sub, mul_one_div_cancel hw, ← mul_div_assoc, eq_div_iff hs, sub_mul,
    div_mul_cancel₀ _ hs]
  ring

/-- If the detuning is at least `D > 0` in magnitude, the regularized denominator differs from
`1 / w` by at most `η² / (D (D² + η²))`. -/
theorem abs_error_le (η : ℝ) {D w : ℝ} (hD : 0 < D) (h : D ≤ |w|) :
    |1 / w - pvReg η w| ≤ η ^ 2 / (D * (D ^ 2 + η ^ 2)) := by
  have hw : w ≠ 0 := abs_pos.mp (hD.trans_le h)
  have hs : 0 < w ^ 2 + η ^ 2 := by positivity
  have he : 1 / w - pvReg η w = η ^ 2 / (w ^ 2 + η ^ 2) / w :=
    (eq_div_iff hw).mpr ((mul_comm _ _).trans (relative_error η hw))
  rw [he, div_div, mul_comm _ w, abs_div, abs_mul, abs_of_nonneg (sq_nonneg η),
    abs_of_pos hs, ← sq_abs w]
  -- the error decreases with the magnitude of the detuning
  gcongr

/-- If all detunings are at least `D > 0` in magnitude, regularization changes the sum over
states by at most `η² / (D (D² + η²))` times the total weight. -/
theorem norm_bareSum_sub_pvSum_le {ι : Type*} (η : ℝ) {D : ℝ} (hD : 0 < D) (s : Finset ι)
    (c : ι → ℂ) (w : ι → ℝ) (h : ∀ p ∈ s, D ≤ |w p|) :
    ‖bareSum s c w - pvSum η s c w‖
      ≤ η ^ 2 / (D * (D ^ 2 + η ^ 2)) * ∑ p ∈ s, ‖c p‖ := by
  unfold bareSum pvSum
  rw [← Finset.sum_sub_distrib, Finset.mul_sum]
  refine norm_sum_le_of_le _ (fun p hp => ?_)
  -- each state contributes its weight times a real error
  have e : c p / (w p : ℂ) - c p * (pvReg η (w p) : ℂ)
      = c p * ((1 / w p - pvReg η (w p) : ℝ) : ℂ) := by
    push_cast
    ring
  rw [e, norm_mul, Complex.norm_real, Real.norm_eq_abs, mul_comm ‖c p‖]
  exact mul_le_mul_of_nonneg_right (abs_error_le η hD (h p hp)) (norm_nonneg _)

/-- If all detunings are at least `D > 0` in magnitude, regularization changes the sum over
states by at most `η² / D³` times the total weight. -/
theorem norm_bareSum_sub_pvSum_le_cube {ι : Type*} (η : ℝ) {D : ℝ} (hD : 0 < D)
    (s : Finset ι) (c : ι → ℂ) (w : ι → ℝ) (h : ∀ p ∈ s, D ≤ |w p|) :
    ‖bareSum s c w - pvSum η s c w‖ ≤ η ^ 2 / D ^ 3 * ∑ p ∈ s, ‖c p‖ := by
  have hc : D ^ 3 ≤ D * (D ^ 2 + η ^ 2) := by
    nlinarith [mul_nonneg hD.le (sq_nonneg η)]
  have hk : η ^ 2 / (D * (D ^ 2 + η ^ 2)) ≤ η ^ 2 / D ^ 3 :=
    div_le_div_of_nonneg_left (sq_nonneg η) (pow_pos hD 3) hc
  exact (norm_bareSum_sub_pvSum_le η hD s c w h).trans
    (mul_le_mul_of_nonneg_right hk (Finset.sum_nonneg fun p _ => norm_nonneg (c p)))

/-- A single intermediate state of weight `c` at detuning `D > 0` has a regularization error of
magnitude exactly `η² / (D (D² + η²))` times `‖c‖`. -/
theorem error_attained (η : ℝ) {D : ℝ} (hD : 0 < D) (c : ℂ) :
    ‖c / (D : ℂ) - c * (pvReg η D : ℂ)‖ = η ^ 2 / (D * (D ^ 2 + η ^ 2)) * ‖c‖ := by
  have he : 1 / D - pvReg η D = η ^ 2 / (D ^ 2 + η ^ 2) / D :=
    (eq_div_iff hD.ne').mpr ((mul_comm _ _).trans (relative_error η hD.ne'))
  have e : c / (D : ℂ) - c * (pvReg η D : ℂ) = c * ((1 / D - pvReg η D : ℝ) : ℂ) := by
    push_cast
    ring
  have hn : 0 ≤ η ^ 2 / (D ^ 2 + η ^ 2) / D := by positivity
  rw [e, norm_mul, Complex.norm_real, Real.norm_eq_abs, he, abs_of_nonneg hn, div_div,
    mul_comm (D ^ 2 + η ^ 2) D, mul_comm ‖c‖]

/-- Let `η > 0` and let the `far` states have detunings of magnitude at least `D > 0`, the `near`
states arbitrary ones. The regularized sum over `far` plus the regularized sum over `near` differs
from the bare sum over `far` by at most `η² / (D (D² + η²))` times the sum of `‖c p‖` over `far`,
plus `1 / (2η)` times the sum of `‖c p‖` over `near`. -/
theorem near_degenerate_bound {ι : Type*} {η D : ℝ} (hη : 0 < η) (hD : 0 < D)
    (far near : Finset ι) (c : ι → ℂ) (w : ι → ℝ) (h : ∀ p ∈ far, D ≤ |w p|) :
    ‖pvSum η far c w + pvSum η near c w - bareSum far c w‖
      ≤ η ^ 2 / (D * (D ^ 2 + η ^ 2)) * ∑ p ∈ far, ‖c p‖
        + 1 / (2 * η) * ∑ p ∈ near, ‖c p‖ := by
  have h1 := norm_bareSum_sub_pvSum_le η hD far c w h
  have h2 := norm_pvSum_le hη near c w
  -- separate the near states from the error of the far states
  have h3 := norm_sub_le (pvSum η near c w) (bareSum far c w - pvSum η far c w)
  have e : pvSum η far c w + pvSum η near c w - bareSum far c w
      = pvSum η near c w - (bareSum far c w - pvSum η far c w) := by ring
  rw [e]
  linarith

end

end PrincipalValueRegularization
```

```lean
#print axioms PrincipalValueRegularization.abs_pvReg_eq_iff
-- 'PrincipalValueRegularization.abs_pvReg_eq_iff' depends on axioms: [propext, Classical.choice, Quot.sound]
#print axioms PrincipalValueRegularization.norm_bareSum_sub_pvSum_le_cube
-- 'PrincipalValueRegularization.norm_bareSum_sub_pvSum_le_cube' depends on axioms: [propext, Classical.choice, Quot.sound]
#print axioms PrincipalValueRegularization.error_attained
-- 'PrincipalValueRegularization.error_attained' depends on axioms: [propext, Classical.choice, Quot.sound]
#print axioms PrincipalValueRegularization.near_degenerate_bound
-- 'PrincipalValueRegularization.near_degenerate_bound' depends on axioms: [propext, Classical.choice, Quot.sound]
```

## Reading the Lean statements

`pvReg η w` is $g(w)$, with the width as the first argument. `bareSum s c w` is $B$ and `pvSum η s c w` is $R$. The label type `ι` is arbitrary, and `s : Finset ι` selects finitely many labels from it. The functions `c : ι → ℂ` and `w : ι → ℝ` supply the weights and denominators. Real denominators are converted to complex numbers where they meet the weights, and `‖c p‖` is the modulus $|c_p|$.

The hypothesis `hη : 0 < η` appears only in theorems that state or use the cap or its equality condition. The other error statements hold for every real `η`, including zero, where the error vanishes. The condition `∀ p ∈ s, D ≤ |w p|` together with `0 < D` excludes a vanishing denominator from the bare sum. The set `s` may be empty, in which case both sides of each sum bound are zero.

In `near_degenerate_bound`, the sets `far` and `near` are not required to be disjoint. A label in both is counted twice in the regularized part, so a code that wants the sum over all terms should split them without overlap.

## The proof steps in Lean

`abs_pvReg_le` clears the positive denominators and passes the square of `|w| - η` to `nlinarith`. `abs_pvReg_eq_iff` clears them in the same way, then shows that equality forces this square to be zero; the converse is algebra. `norm_pvSum_le` applies the cap to each term, with `norm_sum_le_of_le` as the triangle inequality.

`relative_error` is the identity for $w(1/w-g(w))$. `abs_error_le` divides it by `w`, takes absolute values and uses `gcongr` for the monotonicity in $|w|$. In `norm_bareSum_sub_pvSum_le`, the two sums are first combined into one. The equation `e` then writes each term as its complex weight times a real error, and the triangle inequality finishes the estimate.

`norm_bareSum_sub_pvSum_le_cube` compares the denominators to obtain $\eta^2/D^3$. `error_attained` evaluates the error of one term at `w = D`, where the real error is nonnegative and its absolute value can be removed. Finally, `near_degenerate_bound` regroups the three sums as in the derivation, applies `norm_sub_le`, and adds the two earlier bounds with `linarith`.

## Guarantees at fixed η and at a single k point

The theorems guarantee the cap and its equality condition, the relative error, and the bounds for any finite choice of complex weights and real denominators that meets the stated conditions. No symmetry of the weights or cancellation between terms is assumed. Where terms do cancel, the actual error may be much smaller than the bound.

The cap guarantees a bounded contribution near a degeneracy, not a physically correct one. At $w_p=0$ the regularized term is zero, whereas the bare term has no value with which to compare it. Whether dropping that term is right depends on how the degenerate subspace is treated in the underlying theory.

The name "principal value" refers to the limit $\eta\to0$ of integrals in which $g$ multiplies a smooth function. The bounds here concern individual denominators and finite sums at fixed $\eta$, and make no statement about that limit.

A computed current also requires the other terms of the generalized derivative, products with dipole matrix elements, a sum over band pairs and an integration over the Brillouin zone. The separation $D$ depends on the $k$ point and can shrink to zero where bands cross, so a bound with one fixed $D$ need not apply across the whole zone. The variables are real and complex numbers, not floating-point values, and a numerical comparison has to allow for rounding.
